# On a periodic k-mesh, the Fourier transform turns the ISDF exchange matrix into an entrywise product

Q: Before I object to anything, which objects and conventions are fixed?

A: The setting is interpolative separable density fitting (ISDF), where products of orbitals are expanded in fitting functions, with the values of the products at selected interpolation points as coefficients. The points are labelled $\mu,\nu$ and form the type `M`; the occupied bands are labelled $i$ and form the finite type `ι`.

In Lean 4 with Mathlib:

```lean
import Mathlib

open Matrix ComplexConjugate

namespace ISDFExchange

noncomputable section
```

The momenta live on a mesh in $d$ dimensions with $N_a$ points along direction $a$. A momentum $k$ is a tuple of integers $k_a$ modulo $N_a$, and so is a lattice cell $R$ of the matching supercell.

```lean
/-- A periodic mesh in `d` dimensions; when every `N a` is nonzero, as assumed below, it has `N a`
points along direction `a`. It labels both the crystal momenta and the lattice cells of the
corresponding supercell. -/
abbrev Mesh {d : ℕ} (N : Fin d → ℕ) := ∀ a, ZMod (N a)
```

Write $N_c=\prod_a N_a$ for the number of cells, `Fintype.card (Mesh N)` in the code. Every $N_a$ is nonzero, so the mesh is finite. The Bloch phase is
$$\varphi_k(R)=\exp\Big(2\pi i\sum_a k_aR_a/N_a\Big).$$

```lean
variable {d : ℕ} {N : Fin d → ℕ} [∀ a, NeZero (N a)] {M ι : Type*} [Fintype ι]

/-- The Bloch phase `exp (2πi ∑ₐ kₐ Rₐ / Nₐ)` of momentum `k` at lattice cell `R`. -/
def phase (k R : Mesh N) : ℂ := ∏ a, ZMod.stdAddChar (k a * R a)
```

The transform to the lattice carries the conjugate phase and no prefactor: $\hat F_R=\sum_k\varphi_{-k}(R)\,F^k$.

```lean
/-- The discrete Fourier transform of a family of matrices from momenta `k` to cells `R`. -/
def toLattice (F : Mesh N → Matrix M M ℂ) (R : Mesh N) : Matrix M M ℂ :=
  ∑ k, phase (-k) R • F k
```

The transform back carries the factor $1/N_c$.

```lean
/-- The inverse transform from cells `R` to momenta `k`, normalised by the number of cells. -/
def toMomentum (G : Mesh N → Matrix M M ℂ) (k : Mesh N) : Matrix M M ℂ :=
  (Fintype.card (Mesh N) : ℂ)⁻¹ • ∑ R, phase k R • G R
```

With $u_{ik}(\mu)$ the value of orbital $i$ at momentum $k$ and point $\mu$, the density matrix is $P^k(\mu,\nu)=\sum_i u_{ik}(\mu)\,\overline{u_{ik}(\nu)}$.

```lean
/-- The density matrix `P^k(μ,ν) = ∑ᵢ u_ik(μ) conj u_ik(ν)` at the interpolation points. -/
def density (u : ι → Mesh N → M → ℂ) (k : Mesh N) : Matrix M M ℂ :=
  Matrix.of fun μ ν => ∑ i, u i k μ * conj (u i k ν)
```

The exchange matrix is $K^k(\mu,\nu)=\sum_{k',i}u_{ik'}(\mu)\,W^{k-k'}(\mu,\nu)\,\overline{u_{ik'}(\nu)}$, where $W^q$ is the interaction between interpolation points at momentum transfer $q$.

```lean
/-- The exchange matrix `K^k(μ,ν) = ∑_{k',i} u_ik'(μ) W^(k-k')(μ,ν) conj u_ik'(ν)` at the
interpolation points. -/
def exchange (W : Mesh N → Matrix M M ℂ) (u : ι → Mesh N → M → ℂ) (k : Mesh N) :
    Matrix M M ℂ :=
  Matrix.of fun μ ν => ∑ k', ∑ i, u i k' μ * W (k - k') μ ν * conj (u i k' ν)
```

Q: The difference $k-k'$ is taken modulo the mesh. In a crystal, folding a momentum back by a reciprocal lattice vector can produce phases. Where are they?

A: They are assumed away, and this is the assumption to check against a code. `W` is a function on the mesh, so it has one value for $q$ and for $q$ plus a reciprocal lattice vector. That fits full Bloch orbitals with fitting functions that depend on $q$ only modulo the reciprocal lattice. If $u$ denotes the cell-periodic parts instead, the interactions at the two momenta differ by phase factors, and the formula for $K^k$ would need them.

Q: And what is `W` allowed to be?

A: Any family of complex matrices. It stands for the Coulomb interaction projected onto the fitting functions, but neither hermiticity nor a Coulomb form is used. A divergence at $q=0$ must already have been replaced by a finite number. The orbitals are arbitrary too: orthonormality is not required, and fractional occupations can be absorbed by scaling each orbital with the square root of its occupation.

Q: Then show me the derivation by hand.

A: The band sum comes first. $W^{k-k'}(\mu,\nu)$ does not depend on $i$, so
$$K^k(\mu,\nu)=\sum_{k'}W^{k-k'}(\mu,\nu)\,P^{k'}(\mu,\nu),$$
a convolution over the mesh for each pair $(\mu,\nu)$. Now transform it. Since $\varphi_{-k}(R)=\varphi_{-(k-k')}(R)\,\varphi_{-k'}(R)$,
$$\hat K_R(\mu,\nu)=\sum_{k'}\varphi_{-k'}(R)P^{k'}(\mu,\nu)\sum_k\varphi_{-(k-k')}(R)W^{k-k'}(\mu,\nu).$$
At fixed $k'$, the difference $q=k-k'$ runs once over the mesh as $k$ does. The inner sum is therefore $\hat W_R(\mu,\nu)$ for every $k'$, and
$$\hat K_R(\mu,\nu)=\hat W_R(\mu,\nu)\,\hat P_R(\mu,\nu).$$

To return to $K^k$ we need the sum of phases over cells, which factorises over directions:
$$\sum_R\varphi_k(R)=\prod_a\sum_{x=0}^{N_a-1}e^{2\pi i k_a x/N_a}.$$
If $k=0$, this is $N_c$. If some $k_a\neq0$, put $\omega=e^{2\pi i k_a/N_a}\neq1$; that factor is $(\omega^{N_a}-1)/(\omega-1)=0$. Hence
$$\frac1{N_c}\sum_R\varphi_k(R)\hat F_R=\frac1{N_c}\sum_l\Big(\sum_R\varphi_{k-l}(R)\Big)F^l=F^k.$$
Applied to $F=K$, this recovers every exchange matrix.

Q: Try it on numbers.

A: Take $d=1$, $N=2$, one band and one interpolation point, with $u_0=1$, $u_1=2$, $W^0=3$, $W^1=1$. Then $P^0=1$ and $P^1=4$. Directly, $K^0=3\cdot1+1\cdot4=7$ and $K^1=1\cdot1+3\cdot4=13$.

The phases are $\pm1$, so the transforms at $R=0,1$ are the sum and the difference: $\hat P=(5,-3)$ and $\hat W=(4,2)$. Their product is $(20,-6)$, and transforming back gives $(20-6)/2=7$ and $(20+6)/2=13$.

Q: What if there is only one k-point?

A: Then every phase is 1 and the statement reduces to $K(\mu,\nu)=W(\mu,\nu)P(\mu,\nu)$, the Γ-point formula. The case $d=0$ is included and gives the same thing.

Q: Now the formal proof. Does it follow your steps?

A: Closely. The first lemma is the multiplication rule for phases, inherited factor by factor from the characters of the cyclic groups.

```lean
/-- Bloch phases multiply when momenta are added. -/
theorem phase_add (k l R : Mesh N) : phase (k + l) R = phase k R * phase l R := by
  simp only [phase, Pi.add_apply, add_mul, AddChar.map_add_eq_mul, Finset.prod_mul_distrib]
```

The next says $\overline{\varphi_k(R)}=\varphi_{-k}(R)$; it is needed later for the trace.

```lean
/-- Complex conjugation of a Bloch phase reverses the momentum. -/
theorem conj_phase (k R : Mesh N) : conj (phase k R) = phase (-k) R := by
  unfold phase
  rw [map_prod]
  refine Finset.prod_congr rfl fun a _ => ?_
  rw [Pi.neg_apply, neg_mul, AddChar.map_neg_eq_conj]
```

The sum over cells comes next. `hfac` is the factorisation over directions. For $k\neq0$ the proof picks a direction with $k_a\neq0$, and `AddChar.sum_mulShift` supplies the vanishing sum that I obtained from the geometric series.

```lean
/-- Bloch phases summed over all cells give the number of cells at `k = 0` and cancel at every
other momentum of the mesh. -/
theorem sum_phase (k : Mesh N) :
    ∑ R, phase k R = if k = 0 then (Fintype.card (Mesh N) : ℂ) else 0 := by
  split_ifs with h
  · subst h
    simp [phase]
  · obtain ⟨a, ha⟩ := Function.ne_iff.mp h
    have ha' : k a ≠ 0 := ha
    -- the lattice sum factorises over the directions, and direction `a` gives zero
    have hfac : ∑ R : Mesh N, phase k R
        = ∏ b, ∑ x : ZMod (N b), ZMod.stdAddChar (k b * x) := by
      rw [Finset.prod_univ_sum, Fintype.piFinset_univ]
      rfl
    rw [hfac]
    refine Finset.prod_eq_zero (Finset.mem_univ a) ?_
    have h1 := AddChar.sum_mulShift (k a) (ZMod.isPrimitive_stdAddChar (N a))
    simpa [ha', mul_comm] using h1
```

Inversion exchanges the sums over $R$ and $l$, applies `sum_phase`, and keeps the single term $l=k$ through `Finset.sum_eq_single`.

```lean
/-- Fourier inversion: transforming to the lattice and back returns the matrix at each `k`. -/
theorem toMomentum_toLattice (F : Mesh N → Matrix M M ℂ) (k : Mesh N) :
    toMomentum (toLattice F) k = F k := by
  have h : ∑ R, phase k R • ∑ l, phase (-l) R • F l
      = (Fintype.card (Mesh N) : ℂ) • F k := by
    simp_rw [Finset.smul_sum, smul_smul, ← phase_add]
    rw [Finset.sum_comm]
    simp_rw [← Finset.sum_smul, sum_phase]
    -- only the term `l = k` survives
    rw [Finset.sum_eq_single k]
    · rw [add_neg_cancel, if_pos rfl]
    · intro l _ hl
      have hne : k + -l ≠ 0 := fun h0 => hl (add_neg_eq_zero.mp h0).symm
      rw [if_neg hne, zero_smul]
    · intro h0
      exact absurd (Finset.mem_univ k) h0
  unfold toMomentum toLattice
  rw [h, inv_smul_smul₀ (Nat.cast_ne_zero.mpr Fintype.card_ne_zero)]
```

A small lemma then lets us work with one matrix entry at a time.

```lean
omit [Fintype ι] in
/-- The lattice transform acts on each matrix entry separately. -/
theorem toLattice_apply (F : Mesh N → Matrix M M ℂ) (R : Mesh N) (μ ν : M) :
    toLattice F R μ ν = ∑ k, phase (-k) R * F k μ ν := by
  simp only [toLattice, Matrix.sum_apply, Matrix.smul_apply, smul_eq_mul]
```

Q: My suspicion is that the convolution has been built into the definition of $K$, so that the main theorem is empty.

A: `exchange` is the orbital sum, with bands and momenta both explicit. The convolution is derived inside the proof, as `hconv`. After that, `Finset.sum_comm` puts $k'$ outside, `Equiv.subRight k'` performs the shift to $q=k-k'$, and `h` splits the phase. In the statement, `⊙` is the entrywise (Hadamard) product, not the matrix product.

```lean
/-- The lattice transform of the exchange matrix is the entrywise product of the transforms of
the interaction `W` and the density matrix `P`. -/
theorem toLattice_exchange (W : Mesh N → Matrix M M ℂ) (u : ι → Mesh N → M → ℂ)
    (R : Mesh N) :
    toLattice (exchange W u) R = toLattice W R ⊙ toLattice (density u) R := by
  ext μ ν
  -- the band sum turns the exchange matrix into a convolution over the mesh
  have hconv : ∀ k, exchange W u k μ ν = ∑ k', W (k - k') μ ν * density u k' μ ν := by
    intro k
    simp only [exchange, density, Matrix.of_apply, Finset.mul_sum]
    refine Finset.sum_congr rfl fun k' _ => Finset.sum_congr rfl fun i _ => ?_
    ring
  rw [Matrix.hadamard_apply, toLattice_apply, toLattice_apply, toLattice_apply,
    Finset.mul_sum]
  simp_rw [hconv, Finset.mul_sum]
  rw [Finset.sum_comm]
  refine Finset.sum_congr rfl fun k' _ => ?_
  -- shift the summation variable to the momentum transfer `k - k'`
  rw [Finset.sum_mul, ← Equiv.sum_comp (Equiv.subRight k')
    (fun q => phase (-q) R * W q μ ν * (phase (-k') R * density u k' μ ν))]
  refine Finset.sum_congr rfl fun k _ => ?_
  have h : phase (-k) R = phase (-(k - k')) R * phase (-k') R := by
    rw [← phase_add]
    congr 1
    abel
  simp only [Equiv.subRight_apply]
  rw [h]
  ring
```

In words: for every interaction, every set of orbitals and every cell $R$, the transformed exchange matrix is the entrywise product of the transformed interaction and the transformed density matrix. Recovery of each $K^k$ follows by substituting this into the inversion theorem.

```lean
/-- Every exchange matrix `K^k` is recovered by the inverse transform of the entrywise product
of the lattice transforms of `W` and `P`. -/
theorem exchange_eq_toMomentum (W : Mesh N → Matrix M M ℂ) (u : ι → Mesh N → M → ℂ)
    (k : Mesh N) :
    exchange W u k = toMomentum (fun R => toLattice W R ⊙ toLattice (density u) R) k := by
  have h : (fun R => toLattice W R ⊙ toLattice (density u) R) = toLattice (exchange W u) :=
    funext fun R => (toLattice_exchange W u R).symm
  rw [h, toMomentum_toLattice]
```

Q: What does that buy in a calculation?

A: Within this finite-mesh model with a given $W$, it justifies replacing the double loop over momenta in periodic exact exchange by Fourier transforms. Once $P$ is formed, direct convolution takes on the order of $N_c^2$ multiplications per pair $(\mu,\nu)$, while fast Fourier transforms take on the order of $N_c\log N_c$. The theorems concern the identity, not the operation count.

Q: I care about the exchange energy. Can you reach it from here?

A: Up to prefactors. The relevant quantity is $\sum_k\operatorname{tr}(P^kK^k)$. The route is Parseval's identity: insert the inverse transform for $G^k$ and collect the sum over $k$,
$$\sum_k\overline{F^k}\,G^k=\frac1{N_c}\sum_R\Big(\sum_k\overline{F^k}\,\varphi_k(R)\Big)\hat G_R=\frac1{N_c}\sum_R\overline{\hat F_R}\,\hat G_R,$$
for each entry $(\mu,\nu)$. The last step uses $\overline{\varphi_{-k}(R)}=\varphi_k(R)$. In the code, `hG` is the insertion and `hF` the collection.

```lean
/-- Parseval's identity for one matrix entry of two families on the mesh. -/
theorem parseval (F G : Mesh N → Matrix M M ℂ) (μ ν : M) :
    ∑ k, conj (F k μ ν) * G k μ ν = (Fintype.card (Mesh N) : ℂ)⁻¹ *
      ∑ R, conj (toLattice F R μ ν) * toLattice G R μ ν := by
  have hG : ∀ k, G k μ ν = (Fintype.card (Mesh N) : ℂ)⁻¹ *
      ∑ R, phase k R * toLattice G R μ ν := by
    intro k
    conv_lhs => rw [← toMomentum_toLattice G k]
    simp only [toMomentum, Matrix.smul_apply, Matrix.sum_apply, smul_eq_mul]
  have hF : ∑ R, conj (toLattice F R μ ν) * toLattice G R μ ν
      = ∑ k, conj (F k μ ν) * ∑ R, phase k R * toLattice G R μ ν := by
    simp_rw [toLattice_apply F, map_sum, map_mul, conj_phase, neg_neg, Finset.sum_mul,
      Finset.mul_sum]
    rw [Finset.sum_comm]
    refine Finset.sum_congr rfl fun k _ => Finset.sum_congr rfl fun R _ => ?_
    ring
  rw [hF, Finset.mul_sum]
  refine Finset.sum_congr rfl fun k _ => ?_
  rw [hG k]
  ring
```

Next, $P^k$ is Hermitian, $P^k(\nu,\mu)=\overline{P^k(\mu,\nu)}$, directly from its definition. So
$$\operatorname{tr}(P^kK^k)=\sum_{\mu,\nu}P^k(\nu,\mu)K^k(\mu,\nu)=\sum_{\mu,\nu}\overline{P^k(\mu,\nu)}\,K^k(\mu,\nu).$$
Summing over $k$, using Parseval with $F=P$ and $G=K$, and inserting $\hat K_R=\hat W_R\odot\hat P_R$ gives
$$\sum_k\operatorname{tr}(P^kK^k)=\frac1{N_c}\sum_R\sum_{\mu,\nu}\hat W_R(\mu,\nu)\,|\hat P_R(\mu,\nu)|^2.$$

In the two-point example, the left side is $1\cdot7+4\cdot13=59$ and the right side is $(4\cdot25+2\cdot9)/2=59$.

The formal proof has the same order: `hP` is hermiticity, `ht` rewrites the trace, and the `calc` block moves the sum over $k$ inside, applies `parseval` entry by entry, and restores the order of summation. This is the only theorem that needs finitely many interpolation points, because it sums over them.

```lean
/-- The trace of density matrix times exchange matrix, summed over the mesh, is the average over
lattice cells of the sum, over all pairs of interpolation points, of the transformed interaction
times the squared modulus of the transformed density matrix. -/
theorem sum_trace_density_exchange [Fintype M] (W : Mesh N → Matrix M M ℂ)
    (u : ι → Mesh N → M → ℂ) :
    ∑ k, (density u k * exchange W u k).trace = (Fintype.card (Mesh N) : ℂ)⁻¹ *
      ∑ R, ∑ μ, ∑ ν, toLattice W R μ ν * (‖toLattice (density u) R μ ν‖ : ℂ) ^ 2 := by
  -- the density matrix is Hermitian
  have hP : ∀ k μ ν, density u k ν μ = conj (density u k μ ν) := by
    intro k μ ν
    simp only [density, Matrix.of_apply, map_sum, map_mul, Complex.conj_conj]
    exact Finset.sum_congr rfl fun i _ => mul_comm _ _
  have ht : ∀ k, (density u k * exchange W u k).trace
      = ∑ μ, ∑ ν, conj (density u k μ ν) * exchange W u k μ ν := by
    intro k
    rw [Matrix.trace_mul_comm]
    simp only [Matrix.trace, Matrix.diag_apply, Matrix.mul_apply]
    refine Finset.sum_congr rfl fun μ _ => Finset.sum_congr rfl fun ν _ => ?_
    rw [hP k μ ν, mul_comm]
  calc ∑ k, (density u k * exchange W u k).trace
      = ∑ k, ∑ μ, ∑ ν, conj (density u k μ ν) * exchange W u k μ ν :=
        Finset.sum_congr rfl fun k _ => ht k
    _ = ∑ μ, ∑ ν, ∑ k, conj (density u k μ ν) * exchange W u k μ ν := by
        rw [Finset.sum_comm]
        exact Finset.sum_congr rfl fun μ _ => Finset.sum_comm
    _ = ∑ μ, ∑ ν, (Fintype.card (Mesh N) : ℂ)⁻¹ *
          ∑ R, toLattice W R μ ν * (‖toLattice (density u) R μ ν‖ : ℂ) ^ 2 := by
        refine Finset.sum_congr rfl fun μ _ => Finset.sum_congr rfl fun ν _ => ?_
        rw [parseval]
        congr 1
        refine Finset.sum_congr rfl fun R _ => ?_
        rw [toLattice_exchange, Matrix.hadamard_apply, ← Complex.conj_mul']
        ring
    _ = _ := by
        simp_rw [← Finset.mul_sum]
        congr 1
        symm
        rw [Finset.sum_comm]
        exact Finset.sum_congr rfl fun μ _ => Finset.sum_comm

end

end ISDFExchange
```

```lean
#print axioms ISDFExchange.exchange_eq_toMomentum
-- 'ISDFExchange.exchange_eq_toMomentum' depends on axioms: [propext, Classical.choice, Quot.sound]
#print axioms ISDFExchange.sum_trace_density_exchange
-- 'ISDFExchange.sum_trace_density_exchange' depends on axioms: [propext, Classical.choice, Quot.sound]
```

Q: Is the right-hand side then the exchange energy of my crystal?

A: Not yet. The sign, the factor 1/2 for double counting of pairs, the spin factor and the normalisation per cell have to be supplied; the last of these depends on how your orbitals and $W$ are normalised. With full Bloch orbitals, $\hat P_R(\mu,\nu)$ connects point $\mu$ in the home cell to point $\nu$ in cell $R$. It is a plain sum over momenta, so for orbitals normalised to one cell the density matrix itself is $\hat P_R/N_c$.

Q: And the fitting error?

A: It sits in the step before all this, where orbital products are replaced by their interpolated form and $W$ is constructed. The identities start from $W$ and the orbital values at the points, and they are exact for those data. How well the data represent the Coulomb exchange of the crystal, and how fast the result converges with the mesh or with the number of points, are separate questions.
